# The best m-projector approximation to a Hermitian matrix errs, in operator norm, by its (m+1)-th largest absolute eigenvalue

Let V be a Hermitian operator on an n-dimensional complex space, with eigenvalues λ_0, …, λ_(n−1), repeated by multiplicity and numbered so that |λ_0| ≥ |λ_1| ≥ … . For m < n, the least value of

‖V − Σ_ij |p_i⟩ D_ij ⟨p_j|‖

over all choices of m vectors p_i and a Hermitian m × m matrix D is |λ_m|, and it is attained. Counting starts at zero, so λ_m is the (m+1)-th eigenvalue.

The sum has the form of the nonlocal term in the PAW method and in separable pseudopotentials, where the vectors p_i are called projectors. For a fixed Hermitian operator on a finite-dimensional space, the result says how many projectors such a term needs to reach a given operator-norm accuracy when the p_i and D can be chosen freely.

## Projectors, couplings and the ordered spectrum

The state space `E` is a complex inner product space. The numbers `m` and `n` count the projectors and the dimension.

```lean
import Mathlib

open scoped InnerProductSpace

namespace PAWProjectorCount

noncomputable section

variable {E : Type*} [NormedAddCommGroup E] [InnerProductSpace ℂ E] {m n : ℕ}
```

Write S for the separable operator:

S = Σ_ij |p_i⟩ D_ij ⟨p_j|

In Lean, `innerSL ℂ (p j)` is the bra ⟨p_j|, and `smulRight (p i)` attaches the ket |p_i⟩. The vectors p_i are arbitrary: they need not be normalised, orthogonal or linearly independent. Since S is a continuous linear map, ‖V − S‖ is the operator norm, the largest length of (V − S)x over normalised states x (and zero if V = S).

```lean
/-- The separable nonlocal operator `∑ i j, |p i⟩ D i j ⟨p j|` built from `m` projector
functions `p` and a coupling matrix `D`. -/
def separable (p : Fin m → E) (D : Matrix (Fin m) (Fin m) ℂ) : E →L[ℂ] E :=
  ∑ i, ∑ j, D i j • (innerSL ℂ (p j)).smulRight (p i)
```

The spectral data of V are an orthonormal basis b_0, …, b_(n−1) and real numbers λ_i with

V b_i = λ_i b_i,  |λ_i| ≥ |λ_j| whenever i ≤ j.

The field `eig` holds the first condition and `anti` the second. A basis indexed by `Fin n` makes the space n-dimensional, and real eigenvalues in an orthonormal basis make V Hermitian, so the later theorems need no separate hypotheses for either.

```lean
/-- The orthonormal basis `b` consists of eigenvectors of `V` with real eigenvalues `lam`,
listed by decreasing absolute value. -/
structure OrderedEigenbasis (V : E →L[ℂ] E) (b : OrthonormalBasis (Fin n) ℂ E)
    (lam : Fin n → ℝ) : Prop where
  eig : ∀ i, V (b i) = (lam i : ℂ) • b i
  anti : Antitone fun i => |lam i|
```

Every Hermitian V has such data. The spectral theorem supplies an orthonormal eigenbasis, and a permutation σ puts the eigenvalues in order. The proof sorts −|λ_i| upwards, which sorts |λ_i| downwards, and relabels the basis accordingly.

```lean
/-- Every Hermitian operator on an `n`-dimensional space has an orthonormal eigenbasis ordered
by decreasing absolute value of the eigenvalues. -/
theorem exists_orderedEigenbasis [FiniteDimensional ℂ E] (V : E →L[ℂ] E)
    (hV : (V : E →ₗ[ℂ] E).IsSymmetric) (hn : Module.finrank ℂ E = n) :
    ∃ (b : OrthonormalBasis (Fin n) ℂ E) (lam : Fin n → ℝ), OrderedEigenbasis V b lam := by
  -- sort the eigenvalues supplied by the spectral theorem
  let σ := Tuple.sort fun i => -|hV.eigenvalues hn i|
  refine ⟨(hV.eigenvectorBasis hn).reindex σ.symm, fun i => hV.eigenvalues hn (σ i), ?_, ?_⟩
  · intro i
    rw [OrthonormalBasis.reindex_apply]
    exact hV.apply_eigenvectorBasis hn _
  · intro i j hij
    exact neg_le_neg_iff.1 (Tuple.monotone_sort (fun i => -|hV.eigenvalues hn i|) hij)
```

V is given, and the p_i range over the whole space. PAW projectors are localised in augmentation spheres and tied to partial waves, and D is computed from the partial waves and the potential rather than chosen freely. The lower bound applies to any such restricted choice in this finite-dimensional model, but the optimum may then be out of reach. The PAW overlap operator plays no part here.

## The separable term sees only overlaps

Acting on a state x,

S x = Σ_ij D_ij ⟨p_j|x⟩ p_i.

If x is orthogonal to every projector, then S x = 0. The lower bound rests on this.

```lean
/-- The separable operator acts on a state through its overlaps with the projectors. -/
theorem separable_apply (p : Fin m → E) (D : Matrix (Fin m) (Fin m) ℂ) (x : E) :
    separable p D x = ∑ i, ∑ j, (D i j * ⟪p j, x⟫_ℂ) • p i := by
  simp [separable, sum_apply, smul_smul]
```

A Hermitian D makes S Hermitian. The inner product is conjugate-linear in its first argument, so

⟨Sx|y⟩ = Σ_ij conj(D_ij) ⟨x|p_j⟩ ⟨p_i|y⟩ = Σ_ij D_ji ⟨x|p_j⟩ ⟨p_i|y⟩ = ⟨x|Sy⟩,

where the last step renames i and j. In the proof, `Finset.sum_comm` does the renaming and `hD.apply` supplies conj(D_ij) = D_ji. The later estimates do not use this lemma; it confirms that the approximating term is itself a Hermitian operator.

```lean
/-- A Hermitian coupling matrix gives a Hermitian separable operator. -/
theorem separable_isSymmetric (p : Fin m → E) {D : Matrix (Fin m) (Fin m) ℂ}
    (hD : D.IsHermitian) : (separable p D : E →ₗ[ℂ] E).IsSymmetric := by
  intro x y
  change ⟪separable p D x, y⟫_ℂ = ⟪x, separable p D y⟫_ℂ
  simp only [separable_apply, sum_inner, inner_sum, inner_smul_left, inner_smul_right,
    map_mul, inner_conj_symm]
  rw [Finset.sum_comm]
  refine Finset.sum_congr rfl fun j _ => Finset.sum_congr rfl fun i _ => ?_
  rw [← hD.apply j i, starRingEnd_apply]
  ring
```

## Working in components

Expand x = Σ_j ⟨b_j|x⟩ b_j and apply V:

⟨b_i|Vx⟩ = Σ_j ⟨b_j|x⟩ λ_j ⟨b_i|b_j⟩ = λ_i ⟨b_i|x⟩.

The `calc` block follows these two steps, with orthonormality collapsing the sum.

```lean
/-- In an eigenbasis, `V` multiplies each component of a state by the eigenvalue. -/
theorem inner_eigen {V : E →L[ℂ] E} {b : OrthonormalBasis (Fin n) ℂ E} {lam : Fin n → ℝ}
    (h : OrderedEigenbasis V b lam) (i : Fin n) (x : E) :
    ⟪b i, V x⟫_ℂ = lam i * ⟪b i, x⟫_ℂ := by
  calc ⟪b i, V x⟫_ℂ = ⟪b i, V (∑ j, ⟪b j, x⟫_ℂ • b j)⟫_ℂ := by rw [b.sum_repr' x]
    _ = lam i * ⟪b i, x⟫_ℂ := by
      simp only [map_sum, map_smul, h.eig, inner_sum, inner_smul_right,
        orthonormal_iff_ite.mp b.orthonormal, mul_ite, mul_one, mul_zero,
        Finset.sum_ite_eq, Finset.mem_univ, if_true]
      ring
```

Norms are compared through Parseval's identity,

‖z‖² = Σ_i |⟨b_i|z⟩|².

If every component of x is at most as large in modulus as that of y, then ‖x‖² ≤ ‖y‖², hence ‖x‖ ≤ ‖y‖. In the proof, `key` is Parseval's identity, and `Finset.sum_le_sum` compares the sums term by term.

```lean
/-- A state whose components are all no larger in modulus than those of another state has no
larger norm. -/
theorem norm_le_of_components (b : OrthonormalBasis (Fin n) ℂ E) (x y : E)
    (h : ∀ i, ‖⟪b i, x⟫_ℂ‖ ≤ ‖⟪b i, y⟫_ℂ‖) : ‖x‖ ≤ ‖y‖ := by
  have key : ∀ z : E, ‖z‖ ^ 2 = ∑ i, ‖⟪b i, z⟫_ℂ‖ ^ 2 := fun z => by
    rw [← b.repr.norm_map z, EuclideanSpace.norm_sq_eq]
    simp only [b.repr_apply_apply]
  apply (sq_le_sq₀ (norm_nonneg x) (norm_nonneg y)).1
  rw [key x, key y]
  exact Finset.sum_le_sum fun i _ => pow_le_pow_left₀ (norm_nonneg _) (h i) 2
```

## A state that m projectors miss

Look for x among the combinations of the first m + 1 eigenvectors:

x = Σ_k c_k b_k,  k = 0, …, m.

Orthogonality to all projectors requires

Σ_k ⟨p_j|b_k⟩ c_k = 0,  j = 0, …, m−1.

These are m homogeneous linear equations in m + 1 unknowns, so a nonzero solution c exists. Since the b_k are orthonormal, x is nonzero too, and its components beyond index m vanish. For m = 0 there are no equations, and x = b_0 will do.

The matrix `A` holds the overlaps ⟨p_j|b_k⟩, and `e` embeds the m + 1 labels into the n available ones. If c = 0 were the only solution, `A` would be an injective map from dimension m + 1 to dimension m, and `hdim` would give the impossible inequality m + 1 ≤ m. The three remaining goals are that x is nonzero, that it is orthogonal to the projectors, and that its higher components vanish.

```lean
/-- For `m < n`, some nonzero combination of the first `m + 1` basis states is orthogonal to
all `m` projectors. -/
theorem exists_unseen_state (b : OrthonormalBasis (Fin n) ℂ E) (hm : m < n) (p : Fin m → E) :
    ∃ x : E, x ≠ 0 ∧ (∀ j, ⟪p j, x⟫_ℂ = 0) ∧ ∀ i : Fin n, m < i.val → ⟪b i, x⟫_ℂ = 0 := by
  obtain ⟨e, he, hle⟩ : ∃ e : Fin (m + 1) → Fin n, Function.Injective e ∧
      ∀ k, (e k).val ≤ m :=
    ⟨Fin.castLE hm, Fin.castLE_injective hm, fun k => Nat.lt_succ_iff.1 k.2⟩
  let A : Matrix (Fin m) (Fin (m + 1)) ℂ := Matrix.of fun j k => ⟪p j, b (e k)⟫_ℂ
  -- m linear conditions on m + 1 coefficients have a nonzero solution
  obtain ⟨c, hc, hc0⟩ : ∃ c, A.mulVec c = 0 ∧ c ≠ 0 := by
    by_contra hno
    have hinj : Function.Injective A.mulVecLin :=
      (injective_iff_map_eq_zero _).2 fun c hc => by
        by_contra hc0
        exact hno ⟨c, hc, hc0⟩
    have hdim := LinearMap.finrank_le_finrank_of_injective hinj
    simp at hdim
  refine ⟨∑ k, c k • b (e k), ?_, ?_, ?_⟩
  · intro hx
    apply hc0
    funext k
    have hk : ⟪b (e k), ∑ l, c l • b (e l)⟫_ℂ = c k :=
      (b.orthonormal.comp e he).inner_right_fintype c k
    rw [hx, inner_zero_right] at hk
    exact hk.symm
  · intro j
    have hj := congrFun hc j
    simp only [inner_sum, inner_smul_right]
    simpa [A, Matrix.mulVec, dotProduct, mul_comm] using hj
  · intro i hi
    rw [inner_sum]
    refine Finset.sum_eq_zero fun k _ => ?_
    have hne : i ≠ e k := fun heq => by
      have := hle k
      rw [← heq] at this
      omega
    have h0 : ⟪b i, b (e k)⟫_ℂ = 0 := b.orthonormal.2 hne
    rw [inner_smul_right, h0, mul_zero]
```

## No choice does better than |λ_m|

Take this x. Since S x = 0 and only components with i ≤ m occur,

‖(V − S)x‖² = ‖Vx‖² = Σ_(i≤m) λ_i² |⟨b_i|x⟩|² ≥ λ_m² Σ_(i≤m) |⟨b_i|x⟩|² = λ_m² ‖x‖².

Also ‖(V − S)x‖ ≤ ‖V − S‖ ‖x‖. Dividing by ‖x‖ > 0 gives

|λ_m| ≤ ‖V − S‖.

In Lean, `hS` records (V − S)x = Vx, and `hV` compares λ_m x with Vx component by component. The last line divides by ‖x‖. The matrix D is arbitrary here, so a non-Hermitian coupling cannot beat the bound either.

```lean
/-- With `m < n` projectors and any coupling matrix, the operator-norm error is at least the
absolute value of eigenvalue number `m + 1` (index `m`, counting from zero) in order of decreasing
absolute value. -/
theorem error_lower_bound {V : E →L[ℂ] E} {b : OrthonormalBasis (Fin n) ℂ E}
    {lam : Fin n → ℝ} (h : OrderedEigenbasis V b lam) (hm : m < n)
    (p : Fin m → E) (D : Matrix (Fin m) (Fin m) ℂ) :
    |lam ⟨m, hm⟩| ≤ ‖V - separable p D‖ := by
  obtain ⟨x, hx, hp, hb⟩ := exists_unseen_state b hm p
  -- the separable part does not see x
  have hS : (V - separable p D) x = V x := by
    simp [separable_apply, hp]
  have hV : ‖(lam ⟨m, hm⟩ : ℂ) • x‖ ≤ ‖V x‖ := by
    refine norm_le_of_components b _ _ fun i => ?_
    rw [inner_smul_right, inner_eigen h]
    by_cases hi : m < i.val
    · simp [hb i hi]
    · simp only [norm_mul, Complex.norm_real, Real.norm_eq_abs]
      exact mul_le_mul_of_nonneg_right (h.anti (Fin.le_def.2 (not_lt.1 hi))) (norm_nonneg _)
  rw [norm_smul, Complex.norm_real, Real.norm_eq_abs, ← hS] at hV
  exact le_of_mul_le_mul_right (hV.trans ((V - separable p D).le_opNorm x)) (norm_pos_iff.2 hx)
```

## Eigenvectors as projectors reach the bound

Choose p_k = b_k and D = diag(λ_0, …, λ_(m−1)). Then

S x = Σ_(k<m) λ_k ⟨b_k|x⟩ b_k,

(V − S)x = Σ_(i≥m) λ_i ⟨b_i|x⟩ b_i.

Every remaining eigenvalue has |λ_i| ≤ |λ_m|, so

‖(V − S)x‖ ≤ |λ_m| ‖x‖

for all x, and therefore ‖V − S‖ ≤ |λ_m|.

The step `opNorm_le_bound` reduces the norm estimate to this inequality for each x. The case split on `i.val < m` separates the components that S reproduces, where the difference is zero, from those that it leaves alone, where the ordering gives the bound. `Fin.castLE` only reads a label below m as a label below n.

```lean
/-- Taking the first `m < n` eigenvectors as projectors and their eigenvalues as diagonal couplings
gives an error of at most the absolute value of eigenvalue number `m + 1`, when the eigenvalues are
listed by decreasing absolute value. -/
theorem eigenprojector_error {V : E →L[ℂ] E} {b : OrthonormalBasis (Fin n) ℂ E}
    {lam : Fin n → ℝ} (h : OrderedEigenbasis V b lam) (hm : m < n) :
    ‖V - separable (fun k : Fin m => b (Fin.castLE hm.le k))
      (Matrix.diagonal fun k => (lam (Fin.castLE hm.le k) : ℂ))‖ ≤ |lam ⟨m, hm⟩| := by
  refine ContinuousLinearMap.opNorm_le_bound _ (abs_nonneg _) fun x => ?_
  have hS : separable (fun k : Fin m => b (Fin.castLE hm.le k))
      (Matrix.diagonal fun k => (lam (Fin.castLE hm.le k) : ℂ)) x =
      ∑ k : Fin m, ((lam (Fin.castLE hm.le k) : ℂ) * ⟪b (Fin.castLE hm.le k), x⟫_ℂ) •
        b (Fin.castLE hm.le k) := by
    rw [separable_apply]
    refine Finset.sum_congr rfl fun i _ => ?_
    simp [Matrix.diagonal_apply, ite_mul, ite_smul]
  rw [sub_apply, hS, ← Real.norm_eq_abs, ← Complex.norm_real, ← norm_smul]
  refine norm_le_of_components b _ _ fun i => ?_
  rw [inner_sub_right, inner_eigen h, inner_smul_right]
  by_cases hi : i.val < m
  · -- the first m components are reproduced exactly
    have e : ⟪b i, ∑ k : Fin m, ((lam (Fin.castLE hm.le k) : ℂ) *
        ⟪b (Fin.castLE hm.le k), x⟫_ℂ) • b (Fin.castLE hm.le k)⟫_ℂ = lam i * ⟪b i, x⟫_ℂ :=
      (b.orthonormal.comp (Fin.castLE hm.le) (Fin.castLE_injective hm.le)).inner_right_fintype
        (fun k => (lam (Fin.castLE hm.le k) : ℂ) * ⟪b (Fin.castLE hm.le k), x⟫_ℂ) ⟨i.val, hi⟩
    rw [e, sub_self, norm_zero]
    exact norm_nonneg _
  · -- the remaining components are untouched by the projectors
    have e : ⟪b i, ∑ k : Fin m, ((lam (Fin.castLE hm.le k) : ℂ) *
        ⟪b (Fin.castLE hm.le k), x⟫_ℂ) • b (Fin.castLE hm.le k)⟫_ℂ = 0 := by
      rw [inner_sum]
      refine Finset.sum_eq_zero fun k _ => ?_
      have hne : i ≠ Fin.castLE hm.le k := fun heq => hi (by rw [heq]; exact k.2)
      have h0 : ⟪b i, b (Fin.castLE hm.le k)⟫_ℂ = 0 := b.orthonormal.2 hne
      rw [inner_smul_right, h0, mul_zero]
    rw [e, sub_zero]
    simp only [norm_mul, Complex.norm_real, Real.norm_eq_abs]
    exact mul_le_mul_of_nonneg_right (h.anti (Fin.le_def.2 (not_lt.1 hi))) (norm_nonneg _)
```

## The minimum and the tolerance criterion

The two bounds together give

min ‖V − S‖ = |λ_m|.

`IsLeast` says that |λ_m| belongs to the set of errors achievable with Hermitian D, and that no member of the set is smaller. Membership comes from the eigenvector choice, whose diagonal D is Hermitian because the λ_k are real. The second part is the lower bound. The index `⟨m, hm⟩` is m together with the proof that m < n.

```lean
/-- The smallest operator-norm error of a separable form with `m < n` projectors and Hermitian
couplings is the absolute value of eigenvalue number `m + 1` in order of decreasing absolute value,
and it is attained. -/
theorem best_accuracy {V : E →L[ℂ] E} {b : OrthonormalBasis (Fin n) ℂ E}
    {lam : Fin n → ℝ} (h : OrderedEigenbasis V b lam) (hm : m < n) :
    IsLeast {r : ℝ | ∃ (p : Fin m → E) (D : Matrix (Fin m) (Fin m) ℂ),
      D.IsHermitian ∧ ‖V - separable p D‖ = r} |lam ⟨m, hm⟩| := by
  constructor
  · refine ⟨_, _, ?_, le_antisymm (eigenprojector_error h hm) (error_lower_bound h hm _ _)⟩
    rw [Matrix.IsHermitian, Matrix.diagonal_conjTranspose]
    exact congrArg Matrix.diagonal (funext fun k => Complex.conj_ofReal _)
  · rintro r ⟨p, D, -, rfl⟩
    exact error_lower_bound h hm p D
```

For a tolerance ε it follows that

some S with m projectors and Hermitian D has ‖V − S‖ ≤ ε  ⇔  |λ_m| ≤ ε.

From left to right this is the lower bound; from right to left the minimising choice serves. Setting ε = 0 shows that V can be represented without error by m < n projectors exactly when λ_m = 0.

```lean
/-- A tolerance `ε` can be met with `m < n` projectors and Hermitian couplings exactly when
eigenvalue number `m + 1`, in order of decreasing absolute value, is at most `ε` in absolute value.
-/
theorem tolerance_iff {V : E →L[ℂ] E} {b : OrthonormalBasis (Fin n) ℂ E}
    {lam : Fin n → ℝ} (h : OrderedEigenbasis V b lam) (hm : m < n) (ε : ℝ) :
    (∃ (p : Fin m → E) (D : Matrix (Fin m) (Fin m) ℂ),
      D.IsHermitian ∧ ‖V - separable p D‖ ≤ ε) ↔ |lam ⟨m, hm⟩| ≤ ε := by
  constructor
  · rintro ⟨p, D, -, hε⟩
    exact (error_lower_bound h hm p D).trans hε
  · intro hε
    obtain ⟨p, D, hD, hr⟩ := (best_accuracy h hm).1
    exact ⟨p, D, hD, hr.le.trans hε⟩

end

end PAWProjectorCount
```

```lean
#print axioms PAWProjectorCount.exists_orderedEigenbasis
-- 'PAWProjectorCount.exists_orderedEigenbasis' depends on axioms: [propext, Classical.choice, Quot.sound]
#print axioms PAWProjectorCount.separable_isSymmetric
-- 'PAWProjectorCount.separable_isSymmetric' depends on axioms: [propext, Classical.choice, Quot.sound]
#print axioms PAWProjectorCount.best_accuracy
-- 'PAWProjectorCount.best_accuracy' depends on axioms: [propext, Classical.choice, Quot.sound]
#print axioms PAWProjectorCount.tolerance_iff
-- 'PAWProjectorCount.tolerance_iff' depends on axioms: [propext, Classical.choice, Quot.sound]
```

## A two-dimensional example, and the role of the absolute value

Take the matrix with rows (1, 2) and (2, 1). Its eigenvalues are λ_0 = 3, with eigenvector (1, 1)/√2, and λ_1 = −1, with eigenvector (1, −1)/√2. With one projector, the best error is |λ_1| = 1. The choice p_0 = (1, 1)/√2, D_00 = 3 gives S with both rows (3/2, 3/2), so V − S has rows (−1/2, 1/2) and (1/2, −1/2). Its eigenvalues are 0 and −1, and its norm is 1.

The projector p_0 = (1, 0) does worse for every D_00. It misses x = (0, 1), and Vx = (2, 1) has length √5, so the error is at least √5.

Now take the matrix with rows (−1, 2) and (2, −1), whose eigenvalues are 1 and −3. Listed by decreasing signed value, they would be λ_0 = 1 and λ_1 = −3, and the formula would predict a best error of 3 with one projector. But p_0 = (1, −1)/√2 with D_00 = −3 removes the larger eigenvalue in modulus and leaves an error of 1. The lower bound can thus fail if an eigenvalue listed before λ_m is smaller than it in absolute value.
